# A Lifshitz term shifts the instability of a Landau model to wavevector δ/κ

## Question

Take a plane wave $\eta(x)=Ae^{ikx}$ in a one-dimensional Landau model with free-energy density

$$f=t|\eta|^2-2\delta\,\mathrm{Im}(\bar\eta\,\eta')+\kappa|\eta'|^2,\qquad \kappa>0 .$$

Here $t$ is the mass coefficient, $\delta$ the strength of the Lifshitz term and $\kappa$ the gradient stiffness. The density is $(t-2\delta k+\kappa k^2)|A|^2$, and for $A\neq0$ it is lowest at $k=\delta/\kappa$, which is nonzero whenever $\delta\neq0$.

I would like this for every differentiable $\eta$: $f\ge(t-\delta^2/\kappa)|\eta|^2$ at each point, with equality everywhere only for $\eta=Ae^{i\delta x/\kappa}$. How can I state and prove it in Lean 4 with Mathlib, together with the shifted instability?

## Answer

### Modelling choices

The order parameter is a function `η : ℝ → ℂ`, and `t δ κ u` are real constants. `quadraticDensity` is $f$ at a point, `quarticDensity` adds $u|\eta|^4$, and `helix A k` is $Ae^{ikx}$ with complex $A$ and real $k$.

The main theorem, `lifshitz_bound`, assumes `0 < κ` and `Differentiable ℝ η`. Its first half is the inequality at every `x`; its second says that equality at all `x` is equivalent to `∃ A : ℂ, η = helix A (δ / κ)`. The zero function is included, as $A=0$.

Differentiability matters for equality: Lean sets `deriv` to zero where no derivative exists, so for $\delta=0$ a step function would also give equality everywhere.

In `instability_iff`, unstable means that some differentiable $\eta$ has negative quadratic density at some point. There is no integrated energy, boundary condition or temperature dependence of $t$ in the model.

### Derivation by hand

Put $q=\delta/\kappa$. Since $\overline{iq\eta}=-iq\bar\eta$,

$$|\eta'-iq\eta|^2=|\eta'|^2+q^2|\eta|^2-2q\,\mathrm{Im}(\bar\eta\eta').$$

Multiplying by $\kappa$ and using $\kappa q=\delta$ gives

$$f=(t-\delta^2/\kappa)|\eta|^2+\kappa|\eta'-iq\eta|^2 .$$

The last term is nonnegative, which is the bound. Equality everywhere means $\eta'=iq\eta$ everywhere. Then $g=\eta e^{-iqx}$ has $g'=(\eta'-iq\eta)e^{-iqx}=0$, so $g=\eta(0)$ and $\eta=\eta(0)e^{iqx}$. Conversely, every such helix satisfies the equation.

If $t\ge\delta^2/\kappa$, the bound makes $f\ge0$. If $t<\delta^2/\kappa$, the helix with $A=1$, $k=q$ has $f=t-\delta^2/\kappa<0$. At $t=\delta^2/\kappa$, a helix has $f=\kappa(k-q)^2|A|^2$, which for $A\ne0$ vanishes only at $k=q$, linear in $\delta$.

For $u>0$, let $m=(\delta^2/\kappa-t)/(2u)$. A second square gives

$$f+u|\eta|^4=-\frac{(\delta^2/\kappa-t)^2}{4u}+\kappa|\eta'-iq\eta|^2+u(|\eta|^2-m)^2 .$$

The lower bound is attained everywhere exactly when both squares vanish: $\eta=Ae^{iqx}$ with $|A|^2=m$. For $t>\delta^2/\kappa$ we have $m<0$, so no such $A$ exists and the bound is not attained at any point; the lowest density is then $0$, at $\eta=0$.

### The Lean file

```lean
import Mathlib

open ComplexConjugate

namespace LandauLifshitzInvariant

noncomputable section

/-- The quadratic Landau free-energy density of a complex order parameter `η` in one dimension,
with a Lifshitz term of strength `δ` and gradient stiffness `κ`. -/
def quadraticDensity (t δ κ : ℝ) (η : ℝ → ℂ) (x : ℝ) : ℝ :=
  t * ‖η x‖ ^ 2 - 2 * δ * (conj (η x) * deriv η x).im + κ * ‖deriv η x‖ ^ 2

/-- The Landau density with a quartic term of strength `u` added. -/
def quarticDensity (t δ κ u : ℝ) (η : ℝ → ℂ) (x : ℝ) : ℝ :=
  quadraticDensity t δ κ η x + u * ‖η x‖ ^ 4

/-- A helical order parameter with complex amplitude `A` and wavevector `k`. -/
def helix (A : ℂ) (k : ℝ) (x : ℝ) : ℂ :=
  A * Complex.exp (Complex.I * ((k : ℂ) * (x : ℂ)))

/-- The density is a shifted mass term plus `κ` times the squared modulus of a gradient taken relative to
the wavevector `δ / κ`. -/
theorem quadraticDensity_eq_square {κ : ℝ} (hκ : κ ≠ 0) (t δ : ℝ) (η : ℝ → ℂ) (x : ℝ) :
    quadraticDensity t δ κ η x = (t - δ ^ 2 / κ) * ‖η x‖ ^ 2
      + κ * ‖deriv η x - Complex.I * ((δ / κ : ℝ) : ℂ) * η x‖ ^ 2 := by
  -- expand the square for an arbitrary real wavevector
  have expand : ∀ (q : ℝ) (p d : ℂ), ‖d - Complex.I * (q : ℂ) * p‖ ^ 2
      = ‖d‖ ^ 2 + q ^ 2 * ‖p‖ ^ 2 - 2 * q * (conj p * d).im := by
    intro q p d
    simp only [Complex.sq_norm, Complex.normSq_apply, Complex.sub_re, Complex.sub_im,
      Complex.mul_re, Complex.mul_im, Complex.I_re, Complex.I_im, Complex.ofReal_re,
      Complex.ofReal_im, Complex.conj_re, Complex.conj_im]
    ring
  have h : κ * (δ / κ) = δ := by field_simp
  rw [expand, quadraticDensity]
  linear_combination (2 * (conj (η x) * deriv η x).im - (δ / κ) * ‖η x‖ ^ 2) * h

/-- The derivative of a helix of wavevector `k` is `i k` times the helix. -/
theorem helix_hasDerivAt (A : ℂ) (k x : ℝ) :
    HasDerivAt (helix A k) (Complex.I * (k : ℂ) * helix A k x) x := by
  have h0 : HasDerivAt (fun y : ℝ => Complex.I * ((k : ℂ) * (y : ℂ)))
      (Complex.I * (k : ℂ)) x :=
    (((hasDerivAt_id x).ofReal_comp.const_mul (k : ℂ)).const_mul Complex.I).congr_deriv
      (by simp)
  exact (h0.cexp.const_mul A).congr_deriv (by unfold helix; ring)

/-- The modulus of a helix of amplitude `A` is `‖A‖` at every point. -/
theorem norm_helix (A : ℂ) (k x : ℝ) : ‖helix A k x‖ = ‖A‖ := by
  have h : Complex.I * ((k : ℂ) * (x : ℂ)) = ((k * x : ℝ) : ℂ) * Complex.I := by
    push_cast
    ring
  rw [helix, h, norm_mul, Complex.norm_exp_ofReal_mul_I, mul_one]

/-- A differentiable order parameter satisfies `η' = i k η` everywhere exactly when it is a helix
of wavevector `k`. -/
theorem deriv_eq_iff_helix {η : ℝ → ℂ} (hη : Differentiable ℝ η) (k : ℝ) :
    (∀ x, deriv η x = Complex.I * (k : ℂ) * η x) ↔ ∃ A : ℂ, η = helix A k := by
  constructor
  · intro h
    -- unwinding the phase leaves a function with zero derivative
    have hg : ∀ x, HasDerivAt (fun y => η y * helix 1 (-k) y) 0 x := fun x =>
      ((hη x).hasDerivAt.fun_mul (helix_hasDerivAt 1 (-k) x)).congr_deriv
        (by rw [h x]; push_cast; ring)
    refine ⟨η 0, funext fun x => ?_⟩
    have hc : η x * helix 1 (-k) x = η 0 := by
      have h1 := is_const_of_deriv_eq_zero (fun y => (hg y).differentiableAt)
        (fun y => (hg y).deriv) x 0
      simpa [helix] using h1
    have hinv : helix 1 (-k) x * helix 1 k x = 1 := by
      have h2 : Complex.I * (((-k : ℝ) : ℂ) * (x : ℂ)) + Complex.I * ((k : ℂ) * (x : ℂ)) = 0 := by
        push_cast
        ring
      unfold helix
      rw [one_mul, one_mul, ← Complex.exp_add, h2, Complex.exp_zero]
    calc η x = η x * (helix 1 (-k) x * helix 1 k x) := by rw [hinv, mul_one]
      _ = (η x * helix 1 (-k) x) * helix 1 k x := by ring
      _ = η 0 * helix 1 k x := by rw [hc]
      _ = helix (η 0) k x := by simp [helix]
  · rintro ⟨A, rfl⟩ x
    exact (helix_hasDerivAt A k x).deriv

/-- The quadratic density is bounded below pointwise by `(t - δ² / κ) |η|²`, and the bound is
attained everywhere exactly by the helices of wavevector `δ / κ`. -/
theorem lifshitz_bound {κ : ℝ} (hκ : 0 < κ) (t δ : ℝ) {η : ℝ → ℂ} (hη : Differentiable ℝ η) :
    (∀ x, (t - δ ^ 2 / κ) * ‖η x‖ ^ 2 ≤ quadraticDensity t δ κ η x) ∧
    ((∀ x, quadraticDensity t δ κ η x = (t - δ ^ 2 / κ) * ‖η x‖ ^ 2) ↔
      ∃ A : ℂ, η = helix A (δ / κ)) := by
  constructor
  · intro x
    rw [quadraticDensity_eq_square hκ.ne']
    exact le_add_of_nonneg_right (by positivity)
  · rw [← deriv_eq_iff_helix hη]
    refine forall_congr' fun x => ?_
    rw [quadraticDensity_eq_square hκ.ne']
    constructor
    · intro h
      rcases mul_eq_zero.mp (add_eq_left.mp h) with h3 | h3
      · exact absurd h3 hκ.ne'
      · exact sub_eq_zero.mp (norm_eq_zero.mp ((pow_eq_zero_iff two_ne_zero).mp h3))
    · intro h
      rw [h, sub_self, norm_zero]
      ring

/-- A helix of amplitude `A` and wavevector `k` has the uniform quadratic density
`(t - 2 δ k + κ k²) |A|²`. -/
theorem quadraticDensity_helix (t δ κ : ℝ) (A : ℂ) (k x : ℝ) :
    quadraticDensity t δ κ (helix A k) x = (t - 2 * δ * k + κ * k ^ 2) * ‖A‖ ^ 2 := by
  have h1 : ∀ z : ℂ, (conj z * (Complex.I * (k : ℂ) * z)).im = k * ‖z‖ ^ 2 := by
    intro z
    simp only [Complex.sq_norm, Complex.normSq_apply, Complex.mul_re, Complex.mul_im,
      Complex.I_re, Complex.I_im, Complex.ofReal_re, Complex.ofReal_im, Complex.conj_re,
      Complex.conj_im]
    ring
  have h2 : ∀ z : ℂ, ‖Complex.I * (k : ℂ) * z‖ ^ 2 = k ^ 2 * ‖z‖ ^ 2 := by
    intro z
    simp only [Complex.sq_norm, Complex.normSq_apply, Complex.mul_re, Complex.mul_im,
      Complex.I_re, Complex.I_im, Complex.ofReal_re, Complex.ofReal_im]
    ring
  rw [quadraticDensity, (helix_hasDerivAt A k x).deriv, h1, h2, norm_helix]
  ring

/-- Some differentiable order parameter has negative quadratic density at some point exactly when
`t < δ² / κ`. -/
theorem instability_iff {κ : ℝ} (hκ : 0 < κ) (t δ : ℝ) :
    (∃ η : ℝ → ℂ, Differentiable ℝ η ∧ ∃ x, quadraticDensity t δ κ η x < 0) ↔
      t < δ ^ 2 / κ := by
  constructor
  · rintro ⟨η, hη, x, hx⟩
    by_contra ht
    have h1 := (lifshitz_bound hκ t δ hη).1 x
    have h2 : 0 ≤ (t - δ ^ 2 / κ) * ‖η x‖ ^ 2 :=
      mul_nonneg (sub_nonneg.mpr (not_lt.mp ht)) (sq_nonneg _)
    linarith
  · intro ht
    refine ⟨helix 1 (δ / κ), fun x => (helix_hasDerivAt 1 _ x).differentiableAt, 0, ?_⟩
    have h : κ * (δ / κ) = δ := by field_simp
    have h1 : t - 2 * δ * (δ / κ) + κ * (δ / κ) ^ 2 = t - δ ^ 2 / κ := by
      linear_combination (δ / κ) * h
    rw [quadraticDensity_helix, h1, norm_one]
    linarith

/-- At `t = δ² / κ` a helix of nonzero amplitude has zero quadratic density exactly when its
wavevector is `δ / κ`. -/
theorem soft_wavevector {κ : ℝ} (hκ : 0 < κ) (δ k x : ℝ) {A : ℂ} (hA : A ≠ 0) :
    quadraticDensity (δ ^ 2 / κ) δ κ (helix A k) x = 0 ↔ k = δ / κ := by
  have h : κ * (δ / κ) = δ := by field_simp
  have h1 : δ ^ 2 / κ - 2 * δ * k + κ * k ^ 2 = κ * (k - δ / κ) ^ 2 := by
    linear_combination (2 * k - δ / κ) * h
  have hA2 : ‖A‖ ^ 2 ≠ 0 := pow_ne_zero 2 (norm_ne_zero_iff.mpr hA)
  rw [quadraticDensity_helix, h1, mul_eq_zero, or_iff_left hA2, mul_eq_zero,
    or_iff_right hκ.ne', pow_eq_zero_iff two_ne_zero, sub_eq_zero]

/-- With a quartic term the density is at least `-(δ² / κ - t)² / (4 u)`, and this value is taken
everywhere exactly by helices of wavevector `δ / κ` with `|A|² = (δ² / κ - t) / (2 u)`. -/
theorem quartic_ground_state {κ u : ℝ} (hκ : 0 < κ) (hu : 0 < u) (t δ : ℝ) {η : ℝ → ℂ}
    (hη : Differentiable ℝ η) :
    (∀ x, -(δ ^ 2 / κ - t) ^ 2 / (4 * u) ≤ quarticDensity t δ κ u η x) ∧
    ((∀ x, quarticDensity t δ κ u η x = -(δ ^ 2 / κ - t) ^ 2 / (4 * u)) ↔
      ∃ A : ℂ, ‖A‖ ^ 2 = (δ ^ 2 / κ - t) / (2 * u) ∧ η = helix A (δ / κ)) := by
  -- a second completed square, now in the modulus
  have key : ∀ x, quarticDensity t δ κ u η x = -(δ ^ 2 / κ - t) ^ 2 / (4 * u)
      + ((quadraticDensity t δ κ η x - (t - δ ^ 2 / κ) * ‖η x‖ ^ 2)
        + u * (‖η x‖ ^ 2 - (δ ^ 2 / κ - t) / (2 * u)) ^ 2) := by
    intro x
    rw [quarticDensity]
    generalize quadraticDensity t δ κ η x = F
    generalize δ ^ 2 / κ = c
    field_simp
    ring
  obtain ⟨hb, he⟩ := lifshitz_bound hκ t δ hη
  have hs : ∀ x, 0 ≤ u * (‖η x‖ ^ 2 - (δ ^ 2 / κ - t) / (2 * u)) ^ 2 :=
    fun x => mul_nonneg hu.le (sq_nonneg _)
  refine ⟨fun x => ?_, fun h => ?_, ?_⟩
  · linarith [key x, hb x, hs x]
  · -- both nonnegative contributions vanish
    obtain ⟨A, hA⟩ := he.mp fun x => by linarith [key x, hb x, hs x, h x]
    refine ⟨A, ?_, hA⟩
    have h0 : u * (‖η 0‖ ^ 2 - (δ ^ 2 / κ - t) / (2 * u)) ^ 2 = 0 := by
      linarith [key 0, hb 0, hs 0, h 0]
    have h1 := (pow_eq_zero_iff two_ne_zero).mp ((mul_eq_zero.mp h0).resolve_left hu.ne')
    rw [hA, norm_helix] at h1
    exact sub_eq_zero.mp h1
  · rintro ⟨A, hA, hh⟩ x
    have hn : ‖η x‖ ^ 2 = (δ ^ 2 / κ - t) / (2 * u) := by rw [hh, norm_helix, hA]
    rw [key x, he.mpr ⟨A, hh⟩ x, hn]
    ring

end

end LandauLifshitzInvariant
```

```lean
#print axioms LandauLifshitzInvariant.instability_iff
-- 'LandauLifshitzInvariant.instability_iff' depends on axioms: [propext, Classical.choice, Quot.sound]
#print axioms LandauLifshitzInvariant.soft_wavevector
-- 'LandauLifshitzInvariant.soft_wavevector' depends on axioms: [propext, Classical.choice, Quot.sound]
#print axioms LandauLifshitzInvariant.quartic_ground_state
-- 'LandauLifshitzInvariant.quartic_ground_state' depends on axioms: [propext, Classical.choice, Quot.sound]
```

### Remarks

**How the proof follows the derivation.** `quadraticDensity_eq_square` expands the first square in real and imaginary parts. `helix_hasDerivAt` and `norm_helix` supply the derivative and modulus of a helix, and `deriv_eq_iff_helix` removes the phase and applies `is_const_of_deriv_eq_zero`. `lifshitz_bound` combines the square identity with `deriv_eq_iff_helix`. `quadraticDensity_helix` evaluates the plane wave for `instability_iff` and `soft_wavevector`. In `quartic_ground_state`, `key` is the second square, and `linarith` forces both nonnegative terms to vanish.

**A reusable technique.** Prove `h : κ * (δ / κ) = δ` once, then pass a multiple of it to `linear_combination`. This supplies the cancellation of `κ` that `ring` cannot make by itself.

**Numbers.** For $t=6$, $\delta=4$, $\kappa=2$, $u=1$, we get $q=2$ and $\delta^2/\kappa=8$. With $|A|=1$ the quadratic density is $6$ at $k=0$ and $-2$ at $k=2$. The quartic minimum has $|A|^2=1$ and density $-2+1=-1$.

**Limiting case.** At $\delta=0$ equality at every $x$ holds only for constant $\eta$, and the instability is at $t<0$.

**An easy mistake.** Equality at one point does not give a helix. For $q\ne0$, $\eta=1+iqx$ gives equality at $x=0$ only. The quantifier over `x` must therefore sit inside the left side of the equivalence.

**A neighbouring result.** Integrating the square identity gives the same bound for the total energy of a continuously differentiable $\eta$ on a bounded interval, with equality only for helices there; the file does not treat this.

**Connection.** For a charged quantum particle on a line, $|\psi'-iq\psi|^2$ is, up to a constant factor, the nonnegative form of the kinetic-energy density in a constant vector potential proportional to $q$.
